# The Sack–Roothaan–Kolos recurrence builds the Hylleraas quantities $\Gamma_{lmn}$ from non-negative terms

Let $a+b$, $b+c$ and $c+a$ be positive, and set $\Gamma_{000}=1/((a+b)(b+c)(c+a))$ and $B_{000}=1/((a+c)(b+c))$. Then $(a+b)\Gamma_{000}=B_{000}$. Applying $-\partial_a$, with $\Gamma_{100}=-\partial_a\Gamma_{000}$ and $B_{100}=-\partial_aB_{000}$, gives

$$(a+b)\Gamma_{100}=\Gamma_{000}+B_{100}.$$

The product rule has put a lower-order term on the right with a plus sign. Likewise $(a+c)B_{100}=B_{000}$, so everything here is positive.

Up to the factor $16\pi^2$, $\Gamma_{lmn}$ is the two-electron integral of $r_1^{l-1}r_2^{m-1}r_{12}^{n-1}e^{-ar_1-br_2-cr_{12}}$, used for helium-like atoms with explicitly correlated functions. The file starts from the closed form, not from the integral.

## Exponents, derivatives and tables

A `Family` is a table of functions of $(a,b,c)$ with orders $l,m,n$. `Dom` is the condition for the integral to converge; a single exponent may be negative.

```lean
import Mathlib

open Filter Topology

namespace HylleraasRecurrence

noncomputable section

/-- A table of functions of the exponents `a, b, c`, labelled by three orders `l, m, n`. -/
abbrev Family := ℕ → ℕ → ℕ → ℝ → ℝ → ℝ → ℝ

/-- The domain of exponents: all pairwise sums are positive. -/
def Dom (a b c : ℝ) : Prop := 0 < a + b ∧ 0 < b + c ∧ 0 < c + a
```

The quantities are iterated signed derivatives, $(-\partial_a)^l(-\partial_b)^m(-\partial_c)^n$ of the two closed forms.

```lean
/-- The operator `-∂/∂a`. -/
def negDa (F : ℝ → ℝ → ℝ → ℝ) : ℝ → ℝ → ℝ → ℝ := fun a b c => -deriv (fun t => F t b c) a

/-- The operator `-∂/∂b`. -/
def negDb (F : ℝ → ℝ → ℝ → ℝ) : ℝ → ℝ → ℝ → ℝ := fun a b c => -deriv (fun t => F a t c) b

/-- The operator `-∂/∂c`. -/
def negDc (F : ℝ → ℝ → ℝ → ℝ) : ℝ → ℝ → ℝ → ℝ := fun a b c => -deriv (fun t => F a b t) c

/-- The mixed derivatives `(-∂a)^l (-∂b)^m (-∂c)^n F`. -/
def mixed (F : ℝ → ℝ → ℝ → ℝ) : Family := fun l m n => negDa^[l] (negDb^[m] (negDc^[n] F))

/-- The Hylleraas quantities `Γ_lmn`, derivatives of `1/((a+b)(b+c)(c+a))`. -/
def hylΓ : Family := mixed fun a b c => 1 / ((a + b) * (b + c) * (c + a))

/-- The auxiliary quantities `B_lmn`, derivatives of `1/((a+c)(b+c))`. -/
def hylB : Family := mixed fun a b c => 1 / ((a + c) * (b + c))
```

The recurrence is defined separately. From a source $S_{ij}$ and a divisor $u$, `ladder` computes a table $L_{ij}$. Starting from `source`, one pass with divisor $a+c$ on the orders $l,n$ gives `schemeB`; a second, with $a+b$ on $l,m$, gives `schemeΓ`.

```lean
/-- The recursive update for the entry `(i, j)`: `i` times the entry `(i-1, j)`, `j` times the entry
`(i, j-1)` and the source term are added, and the sum is divided by `u`. -/
def ladder (u : ℝ) (S : ℕ → ℕ → ℝ) : ℕ → ℕ → ℝ
  | 0, 0 => S 0 0 / u
  | 0, j + 1 => (((j : ℝ) + 1) * ladder u S 0 j + S 0 (j + 1)) / u
  | i + 1, 0 => (((i : ℝ) + 1) * ladder u S i 0 + S (i + 1) 0) / u
  | i + 1, j + 1 => (((i : ℝ) + 1) * ladder u S i (j + 1)
      + ((j : ℝ) + 1) * ladder u S (i + 1) j + S (i + 1) (j + 1)) / u
termination_by i j => (i, j)

/-- The starting table `δ_l0 (m+n)!/(b+c)^(m+n+1)`. -/
def source : Family := fun l m n _ b c =>
  if l = 0 then ((m + n).factorial : ℝ) / (b + c) ^ (m + n + 1) else 0

/-- Exchange of the roles of `b` and `c`. -/
def swapBC (G : Family) : Family := fun l m n a b c => G l n m a c b

/-- The recursive update with divisor `a + b`, acting on the first two orders. -/
def quot (S : Family) : Family := fun l m n a b c =>
  ladder (a + b) (fun i j => S i j n a b c) l m

/-- The table of `B` computed by recurrence. -/
def schemeB : Family := swapBC (quot (swapBC source))

/-- The table of `Γ` computed by recurrence. -/
def schemeΓ : Family := quot schemeB
```

`Descends` says that each signed derivative raises its own order by one.

```lean
/-- Each signed partial derivative raises the corresponding order by one. -/
def Descends (G : Family) : Prop := ∀ l m n a b c, Dom a b c →
  HasDerivAt (fun t => G l m n t b c) (-G (l + 1) m n a b c) a ∧
  HasDerivAt (fun t => G l m n a t c) (-G l (m + 1) n a b c) b ∧
  HasDerivAt (fun t => G l m n a b t) (-G l m (n + 1) a b c) c
```

## (a) One formula for all orders

Show that $L_{ij}=(iL_{i-1,j}+jL_{i,j-1}+S_{ij})/u$.

These are the four defining cases together. At $i=0$ or $j=0$ the lowered term has coefficient zero, so Lean's convention $0-1=0$ for natural numbers is harmless.

```lean
/-- The recursive update in one formula for all orders. -/
theorem ladder_rec (u : ℝ) (S : ℕ → ℕ → ℝ) (i j : ℕ) :
    ladder u S i j =
      ((i : ℝ) * ladder u S (i - 1) j + (j : ℝ) * ladder u S i (j - 1) + S i j) / u := by
  cases i <;> cases j <;> rw [ladder] <;> simp
```

## (b) Differentiating the recurrence

Let $u$ and $S$ depend on $t$, with derivatives $u'$ and $S'$ and $u\neq0$ at the point. Suppose that $D$ solves $uD_{ij}=iD_{i-1,j}+jD_{i,j-1}+S'_{ij}-u'L_{ij}$. Show that $L'_{ij}=D_{ij}$.

Differentiating $uL_{ij}=iL_{i-1,j}+jL_{i,j-1}+S_{ij}$ gives the same equation for $L'$. Induction on $i+j$ identifies the two. Lean uses the quotient rule, and `linear_combination` does the final algebra.

```lean
/-- A table `D` that solves the differentiated recurrence is the derivative of the
recursively computed table. -/
theorem ladder_hasDerivAt {u : ℝ → ℝ} {S : ℝ → ℕ → ℕ → ℝ} {u' x : ℝ} {S' D : ℕ → ℕ → ℝ}
    (hu : HasDerivAt u u' x) (hx : u x ≠ 0)
    (hS : ∀ i j, HasDerivAt (fun t => S t i j) (S' i j) x)
    (hD : ∀ i j : ℕ, u x * D i j = (i : ℝ) * D (i - 1) j + (j : ℝ) * D i (j - 1) + S' i j
      - u' * ladder (u x) (S x) i j) (i j : ℕ) :
    HasDerivAt (fun t => ladder (u t) (S t) i j) (D i j) x := by
  have key : ∀ N i j : ℕ, i + j < N →
      HasDerivAt (fun t => ladder (u t) (S t) i j) (D i j) x := by
    intro N
    induction N with
    | zero => intro i j h; omega
    | succ N ih =>
      intro i j h
      have h1 : HasDerivAt (fun t => (i : ℝ) * ladder (u t) (S t) (i - 1) j)
          ((i : ℝ) * D (i - 1) j) x := by
        cases i with
        | zero => simp [hasDerivAt_const]
        | succ i => exact (ih (i + 1 - 1) j (by omega)).const_mul _
      have h2 : HasDerivAt (fun t => (j : ℝ) * ladder (u t) (S t) i (j - 1))
          ((j : ℝ) * D i (j - 1)) x := by
        cases j with
        | zero => simp [hasDerivAt_const]
        | succ j => exact (ih i (j + 1 - 1) (by omega)).const_mul _
      have h3 := ((h1.fun_add h2).fun_add (hS i j)).fun_div hu hx
      rw [show (fun t => ladder (u t) (S t) i j) = _ from
        funext fun t => ladder_rec (u t) (S t) i j]
      refine h3.congr_deriv ?_
      have r := (eq_div_iff hx).1 (ladder_rec (u x) (S x) i j)
      rw [div_eq_iff (pow_ne_zero 2 hx)]
      linear_combination (-(u x)) * hD i j + u' * r
  exact key (i + j + 1) i j (by omega)
```

## (c) Positivity

Let $u>0$, $S_{ij}\ge0$ and $S_{0j}>0$. Show that $L_{ij}>0$.

Induct on $i+j$. For $i=0$ the source term is positive; for $i>0$ the term $iL_{i-1,j}$ is. The other terms are non-negative.

```lean
/-- For a positive divisor, a non-negative source that is positive wherever its first order is zero
gives a positive table. -/
theorem ladder_pos {u : ℝ} {S : ℕ → ℕ → ℝ} (hu : 0 < u) (h0 : ∀ i j, 0 ≤ S i j)
    (h1 : ∀ j, 0 < S 0 j) (i j : ℕ) : 0 < ladder u S i j := by
  have key : ∀ N i j : ℕ, i + j < N → 0 < ladder u S i j := by
    intro N
    induction N with
    | zero => intro i j h; omega
    | succ N ih =>
      intro i j h
      have hj : 0 ≤ (j : ℝ) * ladder u S i (j - 1) := by
        cases j with
        | zero => simp
        | succ j => exact mul_nonneg (Nat.cast_nonneg _) (ih i (j + 1 - 1) (by omega)).le
      rw [ladder_rec]
      refine div_pos ?_ hu
      cases i with
      | zero =>
        simp only [Nat.cast_zero, zero_mul, zero_add]
        exact add_pos_of_nonneg_of_pos hj (h1 j)
      | succ i =>
        have hp : (0 : ℝ) < ((i + 1 : ℕ) : ℝ) := by positivity
        exact add_pos_of_pos_of_nonneg (add_pos_of_pos_of_nonneg
          (mul_pos hp (ih (i + 1 - 1) j (by omega))) hj) (h0 _ _)
  exact key (i + j + 1) i j (by omega)
```

## (d) Relative error

Let $u>0$ and $|T_{ij}-S_{ij}|\le\varepsilon S_{ij}$. Show that the tables $L^T,L^S$ computed from $T,S$ obey the same bound.

Their difference $E$ satisfies $uE_{ij}=iE_{i-1,j}+jE_{i,j-1}+T_{ij}-S_{ij}$. By induction,
$$u|E_{ij}|\le\varepsilon(iL^S_{i-1,j}+jL^S_{i,j-1}+S_{ij})=\varepsilon uL^S_{ij}.$$

```lean
/-- For a positive divisor, a relative error bound `ε` of the source also holds for the recursively
computed table. -/
theorem ladder_relative_error {u ε : ℝ} {T S : ℕ → ℕ → ℝ} (hu : 0 < u)
    (h : ∀ i j, |T i j - S i j| ≤ ε * S i j) (i j : ℕ) :
    |ladder u T i j - ladder u S i j| ≤ ε * ladder u S i j := by
  have key : ∀ N i j : ℕ, i + j < N →
      |ladder u T i j - ladder u S i j| ≤ ε * ladder u S i j := by
    intro N
    induction N with
    | zero => intro i j h; omega
    | succ N ih =>
      intro i j hN
      -- weighting an error bound by a non-negative integer
      have w : ∀ (k : ℕ) (p q : ℝ), (k ≠ 0 → |p - q| ≤ ε * q) →
          -(ε * (k * q)) ≤ k * p - k * q ∧ k * p - k * q ≤ ε * (k * q) := by
        intro k p q hk
        rcases Nat.eq_zero_or_pos k with h0 | h0
        · subst h0; simp
        · have hb := abs_le.1 (hk (by omega))
          have hk0 : (0 : ℝ) ≤ k := Nat.cast_nonneg k
          have e1 := mul_le_mul_of_nonneg_left hb.1 hk0
          have e2 := mul_le_mul_of_nonneg_left hb.2 hk0
          constructor <;> linarith
      have h1 := w i _ _ fun hi => ih (i - 1) j (by omega)
      have h2 := w j _ _ fun hj => ih i (j - 1) (by omega)
      have h3 := abs_le.1 (h i j)
      have rT := (eq_div_iff hu.ne').1 (ladder_rec u T i j)
      have rS := (eq_div_iff hu.ne').1 (ladder_rec u S i j)
      have rE : u * (ε * ladder u S i j) = ε * ((i : ℝ) * ladder u S (i - 1) j
          + (j : ℝ) * ladder u S i (j - 1) + S i j) := by linear_combination ε * rS
      rw [abs_le]
      constructor <;> refine le_of_mul_le_mul_left ?_ hu <;> linarith [h1.1, h1.2, h2.1, h2.2]
  exact key (i + j + 1) i j (by omega)
```

## (e) Division by $a+b$ preserves the derivative rule

Let $S$ satisfy `Descends`, and let $Q$ be the table computed from it with $u=a+b$. Show that $Q$ satisfies `Descends`.

For $\partial_a$, take $D_{ij}=-Q_{i+1,j,n}$ in (b). The recurrence at $i+1$ reads
$$uQ_{i+1,j,n}=(i+1)Q_{ijn}+jQ_{i+1,j-1,n}+S_{i+1,j,n}.$$
Its negative is the equation required in (b), with $u'=1$: of the $i+1$ copies of $Q_{ijn}$, $i$ form $iD_{i-1,j}$ and one is $u'L_{ij}$. The case $\partial_b$ is symmetric, and for $\partial_c$ one has $u'=0$.

```lean
/-- If signed derivatives raise the orders of a source table, they also raise the orders
of the table obtained from it with divisor `a + b`. -/
theorem quot_descends {S : Family} (hS : Descends S) : Descends (quot S) := by
  intro l m n a b c h
  have hu : a + b ≠ 0 := h.1.ne'
  have R := fun (T : ℕ → ℕ → ℝ) (i j : ℕ) => (eq_div_iff hu).1 (ladder_rec (a + b) T i j)
  refine ⟨ladder_hasDerivAt (u := fun t => t + b) (S := fun t i j => S i j n t b c) (u' := 1)
      (S' := fun i j => -S (i + 1) j n a b c) (D := fun i j => -quot S (i + 1) j n a b c)
      ((hasDerivAt_id' a).add_const b) hu (fun i j => (hS i j n a b c h).1)
      (fun i j => ?_) l m,
    ladder_hasDerivAt (u := fun t => a + t) (S := fun t i j => S i j n a t c) (u' := 1)
      (S' := fun i j => -S i (j + 1) n a b c) (D := fun i j => -quot S i (j + 1) n a b c)
      ((hasDerivAt_id' b).const_add a) hu (fun i j => (hS i j n a b c h).2.1)
      (fun i j => ?_) l m,
    ladder_hasDerivAt (u := fun _ => a + b) (S := fun t i j => S i j n a b t) (u' := 0)
      (S' := fun i j => -S i j (n + 1) a b c) (D := fun i j => -quot S i j (n + 1) a b c)
      (hasDerivAt_const c (a + b)) hu (fun i j => (hS i j n a b c h).2.2)
      (fun i j => ?_) l m⟩
  · have r := R (fun i j => S i j n a b c) (i + 1) j
    have e : (i : ℝ) * quot S (i - 1 + 1) j n a b c = i * quot S i j n a b c := by
      cases i <;> simp
    simp only [quot] at e ⊢
    rw [Nat.add_sub_cancel] at r
    push_cast at r
    linear_combination -r + e
  · have r := R (fun i j => S i j n a b c) i (j + 1)
    have e : (j : ℝ) * quot S i (j - 1 + 1) n a b c = j * quot S i j n a b c := by
      cases j <;> simp
    simp only [quot] at e ⊢
    rw [Nat.add_sub_cancel] at r
    push_cast at r
    linear_combination -r + e
  · have r := R (fun i j => S i j (n + 1) a b c) i j
    simp only [quot]
    linear_combination -r
```

## (f) The starting table

Show that $\delta_{l0}(m+n)!/(b+c)^{m+n+1}$ satisfies `Descends`.

With $k=m+n$, both $-\partial_b$ and $-\partial_c$ send $k!/(b+c)^{k+1}$ to $(k+1)!/(b+c)^{k+2}$. The $a$-derivative vanishes, as do all entries with $l>0$.

```lean
/-- Signed derivatives raise the orders of the starting table. -/
theorem source_descends : Descends source := by
  have key : ∀ (k : ℕ) (s : ℝ → ℝ) (x : ℝ), HasDerivAt s 1 x → s x ≠ 0 →
      HasDerivAt (fun t => (k.factorial : ℝ) / s t ^ (k + 1))
        (-(((k + 1).factorial : ℝ) / s x ^ (k + 1 + 1))) x := by
    intro k s x hs h0
    refine ((hasDerivAt_const x (k.factorial : ℝ)).fun_div (hs.fun_pow (k + 1))
      (pow_ne_zero _ h0)).congr_deriv ?_
    rw [Nat.factorial_succ, Nat.add_sub_cancel]
    push_cast
    field_simp
    ring
  intro l m n a b c h
  refine ⟨(hasDerivAt_const a (source l m n a b c)).congr_deriv (by simp [source]), ?_, ?_⟩
  · by_cases hl : l = 0
    · subst hl
      simp only [source, ↓reduceIte]
      rw [show m + 1 + n = m + n + 1 by omega]
      exact key (m + n) (fun t => t + c) b ((hasDerivAt_id' b).add_const c) h.2.1.ne'
    · simp only [source, if_neg hl, neg_zero]
      exact hasDerivAt_const b 0
  · by_cases hl : l = 0
    · subst hl
      simp only [source, ↓reduceIte]
      exact key (m + n) (fun t => b + t) c ((hasDerivAt_id' c).const_add b) h.2.1.ne'
    · simp only [source, if_neg hl, neg_zero]
      exact hasDerivAt_const c 0
```

## (g) From the lowest member to the whole table

Let $G$ satisfy `Descends` and let $F=G_{000}$ on the domain. Show that the mixed derivatives of $F$ are $G_{lmn}$ there.

Raise $n$, then $m$, then $l$, one derivative at a time. The domain is open, so the equality already obtained holds near each point and may be differentiated.

```lean
/-- A table whose orders are raised by signed derivatives consists of the mixed derivatives
of its lowest member. -/
theorem mixed_eq {F : ℝ → ℝ → ℝ → ℝ} {G : Family} (hG : Descends G)
    (h0 : ∀ a b c, Dom a b c → F a b c = G 0 0 0 a b c) (l m n : ℕ) :
    ∀ a b c, Dom a b c → mixed F l m n a b c = G l m n a b c := by
  have s1 : ∀ a b c, Dom a b c → (negDc^[n] F) a b c = G 0 0 n a b c := by
    induction n with
    | zero => exact h0
    | succ n ih =>
      intro a b c h
      have e : (fun t => (negDc^[n] F) a b t) =ᶠ[𝓝 c] fun t => G 0 0 n a b t := by
        filter_upwards [Ioi_mem_nhds (show -b < c by linarith [h.2.1]),
          Ioi_mem_nhds (show -a < c by linarith [h.2.2])] with t h1 h2
        exact ih a b t ⟨h.1, by linarith [Set.mem_Ioi.1 h1], by linarith [Set.mem_Ioi.1 h2]⟩
      rw [Function.iterate_succ_apply']
      change -deriv (fun t => (negDc^[n] F) a b t) c = _
      rw [e.deriv_eq, (hG 0 0 n a b c h).2.2.deriv, neg_neg]
  have s2 : ∀ a b c, Dom a b c → (negDb^[m] (negDc^[n] F)) a b c = G 0 m n a b c := by
    induction m with
    | zero => exact s1
    | succ m ih =>
      intro a b c h
      have e : (fun t => (negDb^[m] (negDc^[n] F)) a t c) =ᶠ[𝓝 b] fun t => G 0 m n a t c := by
        filter_upwards [Ioi_mem_nhds (show -a < b by linarith [h.1]),
          Ioi_mem_nhds (show -c < b by linarith [h.2.1])] with t h1 h2
        exact ih a t c ⟨by linarith [Set.mem_Ioi.1 h1], by linarith [Set.mem_Ioi.1 h2], h.2.2⟩
      rw [Function.iterate_succ_apply']
      change -deriv (fun t => (negDb^[m] (negDc^[n] F)) a t c) b = _
      rw [e.deriv_eq, (hG 0 m n a b c h).2.1.deriv, neg_neg]
  induction l with
  | zero => exact s2
  | succ l ih =>
    intro a b c h
    have e : (fun t => mixed F l m n t b c) =ᶠ[𝓝 a] fun t => G l m n t b c := by
      filter_upwards [Ioi_mem_nhds (show -b < a by linarith [h.1]),
        Ioi_mem_nhds (show -c < a by linarith [h.2.2])] with t h1 h2
      exact ih t b c ⟨by linarith [Set.mem_Ioi.1 h1], h.2.1, by linarith [Set.mem_Ioi.1 h2]⟩
    unfold mixed
    rw [Function.iterate_succ_apply']
    change -deriv (fun t => mixed F l m n t b c) a = _
    rw [e.deriv_eq, (hG l m n a b c h).1.deriv, neg_neg]
```

## (h) Computed tables equal derivatives

Show that `schemeΓ` and `schemeB` are $\Gamma$ and $B$ on the domain.

By (e), (f) and the exchange of $b$ and $c$, both satisfy `Descends`. Their lowest members are $B_{000}=\frac{1/(b+c)}{a+c}$ and $\Gamma_{000}=B_{000}/(a+b)$. Apply (g).

```lean
/-- The recursively computed tables equal the derivatives that define `Γ` and `B`. -/
theorem hylleraas_eq_scheme {a b c : ℝ} (h : Dom a b c) (l m n : ℕ) :
    hylΓ l m n a b c = schemeΓ l m n a b c ∧ hylB l m n a b c = schemeB l m n a b c := by
  have sw : ∀ {G : Family}, Descends G → Descends (swapBC G) := by
    intro G hG l m n a b c h
    have k := hG l n m a c b ⟨by linarith [h.2.2], by linarith [h.2.1], by linarith [h.1]⟩
    exact ⟨k.1, k.2.2, k.2.1⟩
  have dB : Descends schemeB := sw (quot_descends (sw source_descends))
  have zB : ∀ a b c, Dom a b c → 1 / ((a + c) * (b + c)) = schemeB 0 0 0 a b c := by
    intro a b c h
    have h1 : a + c ≠ 0 := by linarith [h.2.2] |> fun (k : 0 < a + c) => k.ne'
    have h2 : b + c ≠ 0 := h.2.1.ne'
    simp only [schemeB, swapBC, quot, ladder, source, ↓reduceIte, zero_add,
      Nat.factorial_zero, Nat.cast_one, pow_one]
    field_simp
  have zΓ : ∀ a b c, Dom a b c →
      1 / ((a + b) * (b + c) * (c + a)) = schemeΓ 0 0 0 a b c := by
    intro a b c h
    simp only [schemeΓ, quot, ladder]
    rw [← zB a b c h, div_div]
    congr 1
    ring
  exact ⟨mixed_eq (quot_descends dB) zΓ l m n a b c h, mixed_eq dB zB l m n a b c h⟩
```

## (i) The recurrences and positivity

Show that on the domain, for all $l,m,n$,
$$(a+b)\Gamma_{lmn}=l\Gamma_{l-1,m,n}+m\Gamma_{l,m-1,n}+B_{lmn},$$
$$(a+c)B_{lmn}=lB_{l-1,m,n}+nB_{l,m,n-1}+\delta_{l0}\frac{(m+n)!}{(b+c)^{m+n+1}},$$
and that $\Gamma_{lmn},B_{lmn}>0$.

By (h), the equations are (a) multiplied by the divisors. Part (c) gives $B>0$, and then, with $B$ as source, $\Gamma>0$.

The same argument gives a neighbouring result. Replace $1/(b+c)$ by a smooth $f(b,c)$ whose signed derivatives $f_{mn}$ are all positive. Then $f/((a+b)(a+c))$ obeys the same recurrences with source $\delta_{l0}f_{mn}$, and its signed derivatives are positive.

```lean
/-- The Sack-Roothaan-Kolos recurrence: `Γ` and `B` follow from lower orders and an elementary
source, and every `Γ_lmn` and `B_lmn` is positive. -/
theorem sack_roothaan_kolos {a b c : ℝ} (h : Dom a b c) (l m n : ℕ) :
    (a + b) * hylΓ l m n a b c = (l : ℝ) * hylΓ (l - 1) m n a b c
      + (m : ℝ) * hylΓ l (m - 1) n a b c + hylB l m n a b c ∧
    (a + c) * hylB l m n a b c = (l : ℝ) * hylB (l - 1) m n a b c
      + (n : ℝ) * hylB l m (n - 1) a b c
      + (if l = 0 then ((m + n).factorial : ℝ) / (b + c) ^ (m + n + 1) else 0) ∧
    0 < hylΓ l m n a b c ∧ 0 < hylB l m n a b c := by
  have hac : 0 < a + c := by linarith [h.2.2]
  have EΓ := fun l m n => (hylleraas_eq_scheme h l m n).1
  have EB := fun l m n => (hylleraas_eq_scheme h l m n).2
  have hs0 : ∀ j k, 0 < source 0 j k a b c := by
    intro j k
    simp only [source, ↓reduceIte]
    exact div_pos (Nat.cast_pos.2 (Nat.factorial_pos _)) (pow_pos h.2.1 _)
  have hs : ∀ i j k, 0 ≤ source i j k a b c := by
    intro i j k
    cases i with
    | zero => exact (hs0 j k).le
    | succ i => simp [source]
  have pB : ∀ i j k, 0 < schemeB i j k a b c := fun i j k =>
    ladder_pos (S := fun i k => source i j k a b c) hac (fun i k => hs i j k) (hs0 j) i k
  simp only [EΓ, EB]
  refine ⟨?_, ?_, ?_, pB l m n⟩
  · rw [mul_comm (a + b)]
    exact (eq_div_iff h.1.ne').1 (ladder_rec (a + b) (fun i j => schemeB i j n a b c) l m)
  · rw [mul_comm (a + c)]
    exact (eq_div_iff hac.ne').1 (ladder_rec (a + c) (fun i k => source i m k a b c) l n)
  · exact ladder_pos (S := fun i j => schemeB i j n a b c) h.1 (fun i j => (pB i j n).le)
      (fun j => pB 0 j n) l m
```

## (j) Error in the computed $\Gamma_{lmn}$

Let every starting entry have relative error at most $\varepsilon$, with the zero entries exact. Show that every computed $\Gamma_{lmn}$ has relative error at most $\varepsilon$.

Apply (d) twice, first with $a+c$ and then with $a+b$. The exponents and the arithmetic are taken as exact; rounding within the recurrence is not modelled.

```lean
/-- If the starting table is known with relative error `ε`, the recurrence in exact arithmetic
gives every `Γ_lmn` with relative error at most `ε`. -/
theorem hylleraas_relative_error {a b c ε : ℝ} (h : Dom a b c) {T : ℕ → ℕ → ℕ → ℝ}
    (hT : ∀ i j k, |T i j k - source i j k a b c| ≤ ε * source i j k a b c) (l m n : ℕ) :
    |ladder (a + b) (fun i j => ladder (a + c) (fun p k => T p j k) i n) l m
      - hylΓ l m n a b c| ≤ ε * hylΓ l m n a b c := by
  have hac : 0 < a + c := by linarith [h.2.2]
  rw [(hylleraas_eq_scheme h l m n).1]
  exact ladder_relative_error (S := fun i j => schemeB i j n a b c) h.1
    (fun i j => ladder_relative_error (S := fun p k => source p j k a b c) hac
      (fun p k => hT p j k) i n) l m

end

end HylleraasRecurrence
```

```lean
#print axioms HylleraasRecurrence.sack_roothaan_kolos
-- 'HylleraasRecurrence.sack_roothaan_kolos' depends on axioms: [propext, Classical.choice, Quot.sound]
#print axioms HylleraasRecurrence.hylleraas_relative_error
-- 'HylleraasRecurrence.hylleraas_relative_error' depends on axioms: [propext, Classical.choice, Quot.sound]
```
